# Kerker mixing has no uniform contraction rate when the dielectric function is bounded

Suppose a self-consistent calculation on a large insulating cell uses the Kerker preconditioner because it served well for a metal. Short-wave errors in the density die out in a few steps, long-wave errors barely move, and convergence stalls. The obvious response is to adjust the step size. In the linear model below, with a bounded dielectric function and a nonzero Kerker screening parameter, no step size gives a contraction rate that holds at all wavelengths.

```lean
import Mathlib

open Filter Topology

namespace KerkerDielectric

noncomputable section
```

## The filter and the error it acts on

Let $\rho_*$ be the self-consistent density and $\delta(G)$ the amplitude of the error $\rho_{\rm in}-\rho_*$ at wave number $G$. Long-wave charge errors produce large Hartree potentials, since the Coulomb kernel grows as $1/G^2$, and in a metal the electrons over-respond to them. The Kerker filter damps the update where this happens:

$$K_q(G)=\frac{G^2}{G^2+q^2}.$$

The parameter $q$ is an inverse length chosen by the user. The filter is close to $1$ for $G\gg q$ and close to $G^2/q^2$ for $G\ll q$.

```lean
/-- The Kerker filter `G² / (G² + q²)` at wave number `G` with screening parameter `q`,
for `G` and `q` not both zero. -/
def kerker (q G : ℝ) : ℝ := G ^ 2 / (G ^ 2 + q ^ 2)
```

Near self-consistency, and with the response of the exchange-correlation potential neglected, the output density of a homogeneous system has the error $(1-\varepsilon(G))\,\delta(G)$, where $\varepsilon$ is the static dielectric function. The difference between input and output is therefore $\varepsilon(G)\,\delta(G)$. Subtracting a filtered fraction $a$ of it from the input gives

$$\delta(G)\;\mapsto\;\delta(G)-a\,K_q(G)\,\varepsilon(G)\,\delta(G).$$

```lean
/-- One step of Kerker-preconditioned linear mixing with step size `a`, acting on the
amplitudes `δ G` of the density error; the residual is `ε G * δ G`, with `ε` the
dielectric function. -/
def mixStep (a q : ℝ) (ε δ : ℝ → ℝ) : ℝ → ℝ :=
  fun G => δ G - a * (kerker q G * (ε G * δ G))
```

In `mixStep`, both `ε` and `δ` are functions from reals to reals. Fourier amplitudes are complex in general, but the multiplier is real, so the rule applies to the real and imaginary parts separately. The residual here is input minus output; many texts use the opposite sign.

The step from this model to a real calculation is the product form $\varepsilon(G)\,\delta(G)$. It assumes linear response and a medium in which different wave vectors do not couple, whereas a crystal has local-field effects that mix them.

Collecting the terms in $\delta(G)$ gives the mixing factor

$$f(G)=1-a\,\frac{G^2\,\varepsilon(G)}{G^2+q^2}.$$

```lean
/-- The mixing factor `1 - a G² ε(G) / (G² + q²)`, for `G` and `q` not both zero. -/
def mixFactor (a q : ℝ) (ε : ℝ → ℝ) (G : ℝ) : ℝ := 1 - a * (kerker q G * ε G)
```

For a metal, the Thomas-Fermi model gives $\varepsilon(G)=1+k^2/G^2$, with $k$ the Thomas-Fermi wave number. The divergence at small $G$ expresses complete screening by mobile charges. Bound charges screen only partly, and $\varepsilon$ then stays finite.

```lean
/-- The metallic (Thomas-Fermi) dielectric function `1 + k² / G²`, for `G ≠ 0`. -/
def metal (k G : ℝ) : ℝ := 1 + k ^ 2 / G ^ 2
```

## Repeated steps give powers of the factor

One step multiplies $\delta(G)$ by $f(G)$. If $n$ steps have produced $f(G)^n\delta(G)$, the next gives $f(G)\cdot f(G)^n\delta(G)=f(G)^{n+1}\delta(G)$. Zero steps leave $\delta(G)$ unchanged, so the formula holds for every $n$.

```lean
/-- After `n` mixing steps, the error at wave number `G` is the initial error times the
`n`-th power of the mixing factor. -/
theorem mixStep_iterate (a q : ℝ) (ε δ : ℝ → ℝ) (n : ℕ) (G : ℝ) :
    (mixStep a q ε)^[n] δ G = mixFactor a q ε G ^ n * δ G := by
  have step : ∀ f : ℝ → ℝ, mixStep a q ε f G = mixFactor a q ε G * f G := by
    intro f
    simp only [mixStep, mixFactor]
    ring
  induction n with
  | zero => simp
  | succ n ih =>
    rw [Function.iterate_succ_apply', step, ih, pow_succ]
    ring
```

The notation `(mixStep a q ε)^[n]` means the update map applied $n$ times. The auxiliary statement `step` is the one-step multiplication for an arbitrary error function, which the induction needs because it applies the step to an error that has already been mixed.

## The long-wave limit depends on one number

Suppose $G^2\varepsilon(G)\to s$ as $G\to0$ from above. The denominator $G^2+q^2$ tends to $q^2$, which is nonzero, so the quotient converges and

$$f(G)\;\longrightarrow\;1-\frac{a\,s}{q^2}.$$

```lean
/-- If `G² ε(G)` tends to `s` in the long-wave limit and `q > 0`, then the mixing factor
tends to `1 - a s / q²`. -/
theorem tendsto_mixFactor {a q s : ℝ} {ε : ℝ → ℝ} (hq : 0 < q)
    (h : Tendsto (fun G => G ^ 2 * ε G) (𝓝[>] 0) (𝓝 s)) :
    Tendsto (mixFactor a q ε) (𝓝[>] 0) (𝓝 (1 - a * (s / q ^ 2))) := by
  have hd : Tendsto (fun G : ℝ => G ^ 2 + q ^ 2) (𝓝[>] 0) (𝓝 (q ^ 2)) := by
    have hc : Continuous (fun G : ℝ => G ^ 2 + q ^ 2) := by fun_prop
    have h0 := (hc.tendsto 0).mono_left (nhdsWithin_le_nhds (s := Set.Ioi 0))
    simpa using h0
  have h1 := ((h.div hd (pow_pos hq 2).ne').const_mul a).const_sub 1
  refine h1.congr fun G => ?_
  simp only [mixFactor, kerker, Pi.div_apply]
  ring
```

The expression `𝓝[>] 0` is a filter in Mathlib's sense, unrelated to Kerker's. It describes approach to zero through positive values, and `Tendsto` along it is the one-sided limit. The proof first obtains `hd`, the limit of the denominator, from continuity. It then combines the limits by division, multiplication by $a$ and subtraction from $1$.

For the metal,

$$G^2\Bigl(1+\frac{k^2}{G^2}\Bigr)=G^2+k^2\;\longrightarrow\;k^2,$$

so $s=k^2$ and the factor tends to $1-ak^2/q^2$. The Coulomb divergence cancels the zero of the filter.

```lean
/-- For the metallic dielectric function and `q > 0`, the mixing factor tends to
`1 - a k² / q²` as `G` tends to zero. -/
theorem tendsto_mixFactor_metal {a q : ℝ} (k : ℝ) (hq : 0 < q) :
    Tendsto (mixFactor a q (metal k)) (𝓝[>] 0) (𝓝 (1 - a * (k ^ 2 / q ^ 2))) := by
  apply tendsto_mixFactor hq
  have hc : Continuous (fun G : ℝ => G ^ 2 + k ^ 2) := by fun_prop
  have h0 : Tendsto (fun G : ℝ => G ^ 2 + k ^ 2) (𝓝[>] 0) (𝓝 (k ^ 2)) := by
    have h1 := (hc.tendsto 0).mono_left (nhdsWithin_le_nhds (s := Set.Ioi 0))
    simpa using h1
  -- the Coulomb divergence of the metal cancels the zero of the filter
  refine h0.congr' ?_
  filter_upwards [self_mem_nhdsWithin] with G hG
  have hG2 : G ^ 2 ≠ 0 := (pow_pos (Set.mem_Ioi.1 hG) 2).ne'
  rw [metal, mul_add, mul_one, mul_div_cancel₀ _ hG2]
```

The cancellation needs $G\neq0$. The tactic `filter_upwards` supplies it by restricting attention to the positive $G$ that the limit looks at.

With $k>0$ and $0<a<2q^2/k^2$, the metallic limit lies strictly between $-1$ and $1$. More is true: the ratio $(G^2+k^2)/(G^2+q^2)$ lies between $1$ and $k^2/q^2$, so for $0<a<2/\max(1,k^2/q^2)$ all metallic factors share a bound below $1$. That last estimate is an aside, and the theorems here give only the metallic limit.

For a bounded dielectric function, $|\varepsilon(G)|\le M$ gives

$$|G^2\varepsilon(G)|\le G^2M\;\longrightarrow\;0,$$

so $s=0$ and the factor tends to $1$.

```lean
/-- If the dielectric function is bounded, in particular if it is a constant, and `q > 0`,
then the mixing factor tends to `1` as `G` tends to zero. -/
theorem tendsto_mixFactor_insulator {a q M : ℝ} {ε : ℝ → ℝ} (hq : 0 < q)
    (hM : ∀ G, 0 < G → |ε G| ≤ M) :
    Tendsto (mixFactor a q ε) (𝓝[>] 0) (𝓝 1) := by
  have hb : Tendsto (fun G : ℝ => G ^ 2 * M) (𝓝[>] 0) (𝓝 0) := by
    have hc : Continuous (fun G : ℝ => G ^ 2 * M) := by fun_prop
    have h1 := (hc.tendsto 0).mono_left (nhdsWithin_le_nhds (s := Set.Ioi 0))
    simpa using h1
  have h0 : Tendsto (fun G => G ^ 2 * ε G) (𝓝[>] 0) (𝓝 0) := by
    refine squeeze_zero_norm' ?_ hb
    filter_upwards [self_mem_nhdsWithin] with G hG
    rw [Real.norm_eq_abs, abs_mul, abs_of_nonneg (sq_nonneg G)]
    exact mul_le_mul_of_nonneg_left (hM G hG) (sq_nonneg G)
  simpa using tendsto_mixFactor (a := a) hq h0
```

The hypothesis `hM` asks for the bound at positive $G$ only. A dielectric constant $e$ satisfies it with $M=|e|$. The squeeze lemma `squeeze_zero_norm'` carries out the comparison with $G^2M$, and the general limit theorem does the rest.

## A common bound would contradict the limit

Suppose some $c<1$ satisfied $|f(G)|\le c$ for all $G>0$. Weak inequalities survive limits, and $|f(G)|\to1$, so $1\le c$. This is a contradiction.

```lean
/-- For a bounded dielectric function and `q > 0`, no constant `c < 1` bounds the absolute
value of the mixing factor at all wave numbers `G > 0`, whatever the step size. -/
theorem no_uniform_contraction {a q M : ℝ} {ε : ℝ → ℝ} (hq : 0 < q)
    (hM : ∀ G, 0 < G → |ε G| ≤ M) :
    ¬ ∃ c < 1, ∀ G, 0 < G → |mixFactor a q ε G| ≤ c := by
  rintro ⟨c, hc, h⟩
  have hev : ∀ᶠ G in 𝓝[>] (0 : ℝ), |mixFactor a q ε G| ≤ c := by
    filter_upwards [self_mem_nhdsWithin] with G hG
    exact h G hG
  have h1 := le_of_tendsto (tendsto_mixFactor_insulator (a := a) hq hM).abs hev
  rw [abs_one] at h1
  linarith
```

The step size `a` is an arbitrary real number here, so tuning it does not help.

The passage to the limit is the lemma `le_of_tendsto`. It takes a limit along a filter and an inequality that holds eventually along the same filter, and returns the inequality for the limit. It also needs the filter to be nontrivial, a condition that Lean finds automatically for `𝓝[>] 0`: every interval $(0,r)$ with $r>0$ contains points. The condition has a physical reading. In a periodic cell of fixed size, the nonzero wave numbers stay away from zero, nothing approaches the limit, and the argument gives no contradiction. The theorem concerns a continuum of wave numbers, or equally a rate meant to hold for cells of every size.

The case $q=0$ shows what the Kerker filter contributes. Then $K_0(G)=1$ for $G>0$, and a dielectric constant $e$ gives the same factor $1-ae$ at every wave number, which is a uniform contraction for $0<ae<2$. The theorem therefore needs $q\neq0$; the sign of $q$ is a convention, since only $q^2$ enters. In this model, the damping that tames the metal is what slows the insulator.

## Each component can still converge

The absence of a common bound does not mean divergence. Take $\varepsilon(G)=e$ at every wave number (the letter is not the electron charge). This is a simplification: in a real insulator $\varepsilon(G)$ tends to $1$ at short wavelengths, so the upper limit on $a$ found below belongs to the constant model. Multiplying through by $G^2+q^2>0$ turns $|f(G)|<1$ into

$$0<ae\,G^2<2(G^2+q^2).$$

If $0<ae\le2$, both inequalities hold at every $G>0$, because $ae\,G^2\le2G^2<2G^2+2q^2$.

Conversely, suppose they hold at every $G>0$. Taking $G=q$ gives $ae>0$. If $ae$ exceeded $2$, the wave number with $G^2=2q^2/(ae-2)$ would satisfy $ae\,G^2=2(G^2+q^2)$, so its factor would be $-1$, against the assumption.

```lean
/-- For a dielectric constant `e` and `q > 0`, the mixing factor has absolute value below
`1` at every `G > 0` if and only if `0 < a e ≤ 2`. -/
theorem contracts_each_iff {a q e : ℝ} (hq : 0 < q) :
    (∀ G, 0 < G → |mixFactor a q (fun _ => e) G| < 1) ↔ 0 < a * e ∧ a * e ≤ 2 := by
  -- clear the denominator once and for all
  have key : ∀ G, 0 < G → (|mixFactor a q (fun _ => e) G| < 1 ↔
      0 < a * e * G ^ 2 ∧ a * e * G ^ 2 < 2 * (G ^ 2 + q ^ 2)) := by
    intro G hG
    have hD : 0 < G ^ 2 + q ^ 2 := by positivity
    have hf : mixFactor a q (fun _ => e) G = 1 - a * e * G ^ 2 / (G ^ 2 + q ^ 2) := by
      simp only [mixFactor, kerker]
      ring
    rw [hf, abs_lt]
    constructor
    · rintro ⟨h1, h2⟩
      have h3 : 0 < a * e * G ^ 2 / (G ^ 2 + q ^ 2) := by linarith
      have h4 : a * e * G ^ 2 / (G ^ 2 + q ^ 2) < 2 := by linarith
      have h5 := mul_pos h3 hD
      rw [div_mul_cancel₀ _ hD.ne'] at h5
      exact ⟨h5, (div_lt_iff₀ hD).1 h4⟩
    · rintro ⟨h1, h2⟩
      have h3 := div_pos h1 hD
      have h4 := (div_lt_iff₀ hD).2 h2
      constructor <;> linarith
  constructor
  · intro h
    constructor
    · have h1 := ((key q hq).1 (h q hq)).1
      by_contra hn
      nlinarith [sq_nonneg q, not_lt.1 hn]
    · by_contra hn
      have hx : 0 < a * e - 2 := by linarith [not_le.1 hn]
      -- at this wave number the factor would be exactly -1
      have hp : 0 < 2 * q ^ 2 / (a * e - 2) := div_pos (by positivity) hx
      have hs := Real.sqrt_pos.2 hp
      have h5 := ((key _ hs).1 (h _ hs)).2
      rw [Real.sq_sqrt hp.le] at h5
      have h6 : 2 * q ^ 2 / (a * e - 2) * (a * e - 2) = 2 * q ^ 2 :=
        div_mul_cancel₀ _ hx.ne'
      generalize 2 * q ^ 2 / (a * e - 2) = Y at h5 h6
      nlinarith
  · rintro ⟨h0, h2⟩ G hG
    refine (key G hG).2 ⟨mul_pos h0 (pow_pos hG 2), ?_⟩
    nlinarith [mul_le_mul_of_nonneg_right h2 (sq_nonneg G), pow_pos hq 2]
```

The statement `key` is the inequality with the denominator cleared. The two test wave numbers then appear as `h q hq` and as the square root whose positivity is `hs`.

The endpoint $ae=2$ is allowed. There

$$f(G)=\frac{q^2-G^2}{q^2+G^2},$$

which lies strictly between $-1$ and $1$ for every $G>0$, but tends to $1$ at long wavelengths and to $-1$ at short ones.

## For a dielectric constant, a lower bound on the steps grows as the wavelength squared at long wavelengths

Suppose $n$ steps reduce a nonzero amplitude to at most a fraction $\eta$ of its initial size. Then $|f(G)|^n\le\eta$. Bernoulli's inequality gives $|f|^n\ge1+n(|f|-1)$, and hence

$$1-\eta\le n\,(1-|f(G)|)\le n\,(1-f(G))=n\,\frac{a\,\varepsilon(G)\,G^2}{G^2+q^2}.$$

Multiplying by the denominator,

$$(1-\eta)(G^2+q^2)\le n\,a\,\varepsilon(G)\,G^2.$$

```lean
/-- Let `q > 0`. If `n` Kerker steps reduce a nonzero error at wave number `G` to at most
the fraction `η` of its initial size, then `n a ε(G) G² ≥ (1 - η) (G² + q²)`. -/
theorem steps_lower_bound {a q η G : ℝ} {ε δ : ℝ → ℝ} {n : ℕ} (hq : 0 < q)
    (hδ : δ G ≠ 0) (h : |(mixStep a q ε)^[n] δ G| ≤ η * |δ G|) :
    (1 - η) * (G ^ 2 + q ^ 2) ≤ n * (a * ε G * G ^ 2) := by
  have hD : 0 < G ^ 2 + q ^ 2 := by positivity
  rw [mixStep_iterate, abs_mul, abs_pow] at h
  have h1 : |mixFactor a q ε G| ^ n ≤ η := le_of_mul_le_mul_right h (abs_pos.2 hδ)
  have ht : kerker q G * (G ^ 2 + q ^ 2) = G ^ 2 := div_mul_cancel₀ _ hD.ne'
  have hf : mixFactor a q ε G * (G ^ 2 + q ^ 2)
      = G ^ 2 + q ^ 2 - a * ε G * G ^ 2 := by
    simp only [mixFactor]
    linear_combination (-a * ε G) * ht
  -- Bernoulli's inequality: the error decays at most linearly in the number of steps
  have hm : (-2 : ℝ) ≤ |mixFactor a q ε G| - 1 := by
    linarith [abs_nonneg (mixFactor a q ε G)]
  have hB := one_add_mul_le_pow hm n
  rw [add_sub_cancel] at hB
  have h2 : 1 - η ≤ n * (1 - mixFactor a q ε G) := by
    have h3 := mul_le_mul_of_nonneg_left (le_abs_self (mixFactor a q ε G))
      (Nat.cast_nonneg n : (0 : ℝ) ≤ n)
    linarith
  calc (1 - η) * (G ^ 2 + q ^ 2)
      ≤ n * (1 - mixFactor a q ε G) * (G ^ 2 + q ^ 2) :=
        mul_le_mul_of_nonneg_right h2 hD.le
    _ = n * (a * ε G * G ^ 2) := by linear_combination (-(n : ℝ)) * hf

end

end KerkerDielectric
```

The proof starts by replacing the iterate with a power through `mixStep_iterate` and cancelling $|\delta(G)|$, which is where `hδ` is used. Bernoulli's inequality is `one_add_mul_le_pow`, valid because $|f|-1\ge-2$. The final `calc` block multiplies by the denominator. The dielectric function is arbitrary here, and the inequality is a necessary condition on $n$, not a sufficient one.

At $G=0$ the right-hand side vanishes, so $\eta\ge1$: the filter never changes the mean density, and an error in the total charge would stay. At $n=0$ the conclusion is again $\eta\ge1$, as it should be.

For a dielectric constant with $ae>0$, the condition reads

$$n\ge\frac{1-\eta}{ae}\Bigl(1+\frac{q^2}{G^2}\Bigr).$$

A periodic cell of length $L$ has smallest nonzero wave number $2\pi/L$, so at fixed $a$, $e$, $q$ and $\eta<1$ the bound grows as $L^2$ for large cells. With $ae=1$, $G=q/10$ and $\eta=0.1$, it demands at least $91$ steps. The factor itself is $100/101$, and reaching one tenth takes $232$ steps, so the bound is safe but not sharp.

For density mixing in electronic-structure calculations, this suggests reducing $q$ or changing the preconditioner when a large insulating cell converges slowly, as far as a linear, homogeneous response describes the system.

```lean
#print axioms KerkerDielectric.tendsto_mixFactor_metal
#print axioms KerkerDielectric.no_uniform_contraction
#print axioms KerkerDielectric.contracts_each_iff
#print axioms KerkerDielectric.steps_lower_bound
```

```
'KerkerDielectric.tendsto_mixFactor_metal' depends on axioms: [propext, Classical.choice, Quot.sound]
'KerkerDielectric.no_uniform_contraction' depends on axioms: [propext, Classical.choice, Quot.sound]
'KerkerDielectric.contracts_each_iff' depends on axioms: [propext, Classical.choice, Quot.sound]
'KerkerDielectric.steps_lower_bound' depends on axioms: [propext, Classical.choice, Quot.sound]
```
